# Second-order weak-contrast law for the Bruggeman effective permittivity

## Equal parts of 1 + t and 1 − t

Mix two materials in equal volumes and measure permittivity in units of their mean, so that one material has permittivity 1 + t and the other 1 − t, where |t| < 1. The three-dimensional Bruggeman equation for the effective permittivity m is

½ (1 + t − m)/(1 + t + 2m) + ½ (1 − t − m)/(1 − t + 2m) = 0.

Put a = 1 − m and b = 1 + 2m. Clearing denominators gives (a + t)(b − t) + (a − t)(b + t) = 0, which is 2ab − 2t² = 0, so

(1 − m)(1 + 2m) = t².

The positive root is m = (1 + √(9 − 8t²))/4, which tends to 1 as t → 0. Dividing the quadratic by t²(1 + 2m) gives

(m − 1)/t² = −1/(1 + 2m) → −1/3.

The mean permittivity is 1 for every t, yet m falls below it at second order. The numerator of the limit is the variance of the values ±1, and the 3 is the denominator 1 + 2m at zero contrast. The same mechanism works for any finite number of phases.

## The Bruggeman condition for several phases

Let phase i have permittivity e_i = h + t d_i and volume fraction f_i, with f_i ≥ 0 and Σ f_i = 1. Here h > 0 is the common permittivity at zero contrast, the real numbers d_i fix the pattern of deviations, and t sets their size. Write ⟨d⟩ = Σ f_i d_i and Var(d) = Σ f_i (d_i − ⟨d⟩)².

In a uniform applied field, a small sphere of permittivity e_i in a host of permittivity m acquires a dipole moment proportional to (e_i − m)/(e_i + 2m). Bruggeman's condition chooses the host so that the volume-weighted average of this factor vanishes. In dimension D it reads

Σ f_i (e_i − m)/(e_i + (D − 1)m) = 0, with m > 0.

This condition is the model's postulate; it is not derived here from Maxwell's equations. The law is that, for any D ≥ 1,

(m(t) − h − t⟨d⟩)/t² → −Var(d)/(D h) as t → 0,

and D = 3 gives −Var(d)/(3h).

When the permittivities of the constituents come from electronic-structure calculations, the law offers a small-contrast check on a numerical Bruggeman solver, within this static model with real permittivities.

## How the Lean statement encodes the model

The phases are indexed by a finite type `ι`, and `f` and `d` are real functions on it. `phaseMean f d` is ⟨d⟩ and `phaseVariance f d` is Var(d). `IsEffective D f e m` says that m is positive and solves the Bruggeman equation. The parameter `D` is a real number, not necessarily an integer.

In `weak_contrast` the effective permittivity is a function `m : ℝ → ℝ`. The hypothesis `hm` requires `m t` to be a positive solution for all sufficiently small nonzero t, and the filter `𝓝[≠] 0` expresses a two-sided limit that ignores t = 0. Neither continuity of `m` nor uniqueness of the root is assumed. Positive phase permittivities are not assumed either, since h > 0 ensures them for small t.

`weak_contrast_three` writes out the three-dimensional equation with denominator `h + t * d i + 2 * m t`. Zero fractions are allowed, so the case of strictly positive fractions is included.

The existence of a root is a hypothesis in both theorems. `isEffective_witness` establishes it for the symmetric mixture above. Complex permittivities, and hence absorption, are not covered, nor is the accuracy of Bruggeman's condition for a real microstructure.

## From an exact identity to the limit

Let q_i = e_i + (D − 1)m. Since e_i − m = q_i − D m, multiplying by (e_i − m)/q_i gives

(e_i − m)²/q_i = (e_i − m) − D m (e_i − m)/q_i.

Weight by f_i and sum. The last term vanishes by the Bruggeman equation, leaving

m = ⟨e⟩ − Σ f_i (e_i − m)²/q_i.

This holds at any contrast with positive phases. The correction to the mean is already quadratic in e_i − m, so it remains to control m.

Suppose |e_i − h| ≤ δ for every i, with δ < h. If m were below h − δ, every numerator e_i − m would be positive; at least one f_i is positive, so the Bruggeman sum would be positive too. If m were above h + δ, the sum would be negative. Hence |m − h| ≤ δ and |e_i − m| ≤ 2δ. Also q_i ≥ e_i ≥ h − δ, so the identity gives

|m − ⟨e⟩| ≤ 4δ²/(h − δ).

Choose B with |d_i| ≤ B for all i and set δ = |t|B. Because ⟨e⟩ = h + t⟨d⟩, for |t|B < h/2 we obtain

|m − h − t⟨d⟩| ≤ 8B²t²/h.

Dividing by |t| shows that u(t) = (m(t) − h)/t tends to ⟨d⟩, and therefore m(t) = h + t u(t) tends to h.

Finally, e_i − m = t(d_i − u). Substituting this in the identity and dividing by t² gives

(m − h − t⟨d⟩)/t² = −Σ f_i (d_i − u)²/(h + t d_i + (D − 1)m).

Each numerator tends to (d_i − ⟨d⟩)² and each denominator to D h. The sum is finite, so the limit is −Var(d)/(D h).

## The complete Lean file

```lean
import Mathlib

open Filter Topology

namespace BruggemanWeakContrast

noncomputable section

variable {ι : Type*} [Fintype ι]

/-- The average of a phase property `d` weighted by the volume fractions `f`. -/
def phaseMean (f d : ι → ℝ) : ℝ := ∑ i, f i * d i

/-- The variance of a phase property `d` weighted by the volume fractions `f`. -/
def phaseVariance (f d : ι → ℝ) : ℝ := ∑ i, f i * (d i - phaseMean f d) ^ 2

/-- `m` is a positive solution of the Bruggeman equation in dimension `D` for phases of
permittivity `e i` and volume fraction `f i`. -/
def IsEffective (D : ℝ) (f e : ι → ℝ) (m : ℝ) : Prop :=
  0 < m ∧ ∑ i, f i * ((e i - m) / (e i + (D - 1) * m)) = 0

/-- The mean permittivity of phases `h + t d i` is `h` plus `t` times the mean of `d`. -/
theorem phaseMean_affine {f : ι → ℝ} (hf1 : ∑ i, f i = 1) (d : ι → ℝ) (h t : ℝ) :
    phaseMean f (fun i => h + t * d i) = h + t * phaseMean f d := by
  have key : ∀ i, f i * (h + t * d i) = h * f i + t * (f i * d i) := fun i => by ring
  simp only [phaseMean, key, Finset.sum_add_distrib, ← Finset.mul_sum, hf1, mul_one]

/-- A weighted average of positive quantities is positive. -/
theorem average_pos {f g : ι → ℝ} (hf0 : ∀ i, 0 ≤ f i) (hf1 : ∑ i, f i = 1)
    (hg : ∀ i, 0 < g i) : 0 < ∑ i, f i * g i := by
  have hex : ∃ i, 0 < f i := by
    by_contra hc
    have hle : ∑ i, f i ≤ 0 :=
      Finset.sum_nonpos (fun i _ => not_lt.mp (fun hi => hc ⟨i, hi⟩))
    linarith
  obtain ⟨i, hi⟩ := hex
  exact Finset.sum_pos' (fun j _ => mul_nonneg (hf0 j) (hg j).le)
    ⟨i, Finset.mem_univ i, mul_pos hi (hg i)⟩

/-- For phases of positive permittivity and `D ≥ 1`, the effective permittivity equals the mean
permittivity minus a weighted sum of squared deviations of the phases from the effective medium. -/
theorem effective_eq_mean_sub {D m : ℝ} {f e : ι → ℝ} (hD : 1 ≤ D) (hf1 : ∑ i, f i = 1)
    (he : ∀ i, 0 < e i) (hm : IsEffective D f e m) :
    m = phaseMean f e - ∑ i, f i * ((e i - m) ^ 2 / (e i + (D - 1) * m)) := by
  have key : ∀ i, f i * ((e i - m) ^ 2 / (e i + (D - 1) * m)) =
      f i * e i - m * f i - D * m * (f i * ((e i - m) / (e i + (D - 1) * m))) := by
    intro i
    have hq : e i + (D - 1) * m ≠ 0 :=
      (add_pos_of_pos_of_nonneg (he i) (mul_nonneg (by linarith) hm.1.le)).ne'
    have hr := div_mul_cancel₀ (e i - m) hq
    linear_combination f i * hr
  -- the last term sums to zero by the Bruggeman equation
  rw [Finset.sum_congr rfl (fun i _ => key i), Finset.sum_sub_distrib,
    Finset.sum_sub_distrib, ← Finset.mul_sum, ← Finset.mul_sum, hf1, hm.2]
  unfold phaseMean
  ring

/-- For `D ≥ 1`, if every phase permittivity is positive and lies within `δ` of `h`, then the
effective permittivity also lies within `δ` of `h`. -/
theorem effective_deviation_le {D m h δ : ℝ} {f e : ι → ℝ} (hD : 1 ≤ D)
    (hf0 : ∀ i, 0 ≤ f i) (hf1 : ∑ i, f i = 1) (he : ∀ i, 0 < e i)
    (hδ : ∀ i, |e i - h| ≤ δ) (hm : IsEffective D f e m) : |m - h| ≤ δ := by
  have hq : ∀ i, 0 < e i + (D - 1) * m := fun i =>
    add_pos_of_pos_of_nonneg (he i) (mul_nonneg (by linarith) hm.1.le)
  rw [abs_le]
  constructor
  · by_contra hc
    have hlt := not_le.mp hc
    have hpos := average_pos (g := fun i => (e i - m) / (e i + (D - 1) * m)) hf0 hf1
      (fun i => div_pos (by linarith [(abs_le.mp (hδ i)).1]) (hq i))
    exact hpos.ne' hm.2
  · by_contra hc
    have hlt := not_le.mp hc
    have hpos := average_pos (g := fun i => -((e i - m) / (e i + (D - 1) * m))) hf0 hf1
      (fun i => neg_pos.mpr
        (div_neg_of_neg_of_pos (by linarith [(abs_le.mp (hδ i)).2]) (hq i)))
    simp only [mul_neg, Finset.sum_neg_distrib] at hpos
    linarith [hm.2]

/-- For `D ≥ 1`, if every phase permittivity lies within `δ < h` of `h`, the effective permittivity
differs from the mean permittivity by at most `4 δ² / (h - δ)`. -/
theorem abs_effective_sub_mean_le {D m h δ : ℝ} {f e : ι → ℝ} (hD : 1 ≤ D)
    (hf0 : ∀ i, 0 ≤ f i) (hf1 : ∑ i, f i = 1) (hδh : δ < h)
    (hδ : ∀ i, |e i - h| ≤ δ) (hm : IsEffective D f e m) :
    |m - phaseMean f e| ≤ 4 * δ ^ 2 / (h - δ) := by
  have hlow : ∀ i, h - δ ≤ e i := fun i => by linarith [(abs_le.mp (hδ i)).1]
  have he : ∀ i, 0 < e i := fun i => by linarith [hlow i]
  have hdev := abs_le.mp (effective_deviation_le hD hf0 hf1 he hδ hm)
  have hDm : 0 ≤ (D - 1) * m := mul_nonneg (by linarith) hm.1.le
  have hS : m - phaseMean f e =
      -∑ i, f i * ((e i - m) ^ 2 / (e i + (D - 1) * m)) := by
    linarith [effective_eq_mean_sub hD hf1 he hm]
  have hnn : 0 ≤ ∑ i, f i * ((e i - m) ^ 2 / (e i + (D - 1) * m)) :=
    Finset.sum_nonneg (fun i _ => mul_nonneg (hf0 i)
      (div_nonneg (sq_nonneg _) (by linarith [he i])))
  rw [hS, abs_neg, abs_of_nonneg hnn]
  calc ∑ i, f i * ((e i - m) ^ 2 / (e i + (D - 1) * m))
      ≤ ∑ i, f i * (4 * δ ^ 2 / (h - δ)) := by
        refine Finset.sum_le_sum (fun i _ => mul_le_mul_of_nonneg_left ?_ (hf0 i))
        have hi := abs_le.mp (hδ i)
        have h1 : 0 ≤ 2 * δ - (e i - m) := by linarith [hi.2, hdev.1]
        have h2 : 0 ≤ 2 * δ + (e i - m) := by linarith [hi.1, hdev.2]
        exact div_le_div₀ (by positivity) (by nlinarith [mul_nonneg h1 h2])
          (by linarith) (by linarith [hlow i])
    _ = 4 * δ ^ 2 / (h - δ) := by rw [← Finset.sum_mul, hf1, one_mul]

/-- Weak-contrast law in dimension `D ≥ 1`: for phases `h + t d i` with `h > 0`, the effective
permittivity minus `h + t ⟨d⟩`, divided by `t²`, tends to minus the variance of `d` over `D h`. -/
theorem weak_contrast {D h : ℝ} {f d : ι → ℝ} {m : ℝ → ℝ} (hD : 1 ≤ D) (hh : 0 < h)
    (hf0 : ∀ i, 0 ≤ f i) (hf1 : ∑ i, f i = 1)
    (hm : ∀ᶠ t in 𝓝[≠] 0, IsEffective D f (fun i => h + t * d i) (m t)) :
    Tendsto (fun t => (m t - h - t * phaseMean f d) / t ^ 2) (𝓝[≠] 0)
      (𝓝 (-phaseVariance f d / (D * h))) := by
  obtain ⟨B, hB⟩ : ∃ B : ℝ, ∀ i, |d i| ≤ B := ⟨∑ i, |d i|, fun i =>
    Finset.single_le_sum (f := fun i => |d i|) (fun j _ => abs_nonneg _) (Finset.mem_univ i)⟩
  have hdev : ∀ t i, |h + t * d i - h| ≤ |t| * B := fun t i => by
    rw [add_sub_cancel_left, abs_mul]
    exact mul_le_mul_of_nonneg_left (hB i) (abs_nonneg t)
  have hlin : ∀ C : ℝ, Tendsto (fun t : ℝ => |t| * C) (𝓝[≠] 0) (𝓝 0) := fun C => by
    have hc : Continuous (fun t : ℝ => |t| * C) := by fun_prop
    have h0 : Tendsto (fun t : ℝ => |t| * C) (𝓝[≠] 0) (𝓝 (|(0 : ℝ)| * C)) :=
      (hc.tendsto 0).mono_left nhdsWithin_le_nhds
    rwa [abs_zero, zero_mul] at h0
  have hsmall : ∀ᶠ t in 𝓝[≠] (0 : ℝ), |t| * B < h / 2 :=
    (hlin B).eventually_lt_const (half_pos hh)
  -- first order: the slope of the effective permittivity is the mean of d
  have hq : Tendsto (fun t => (m t - h) / t) (𝓝[≠] 0) (𝓝 (phaseMean f d)) := by
    rw [tendsto_iff_norm_sub_tendsto_zero]
    refine squeeze_zero' (Eventually.of_forall fun t => norm_nonneg _) ?_
      (hlin (8 * B ^ 2 / h))
    filter_upwards [hm, hsmall, self_mem_nhdsWithin] with t ht hs ht0
    have ht1 : t ≠ 0 := ht0
    have hx := abs_effective_sub_mean_le hD hf0 hf1 (by linarith) (hdev t) ht
    rw [phaseMean_affine hf1] at hx
    have hy : 4 * (|t| * B) ^ 2 / (h - |t| * B) ≤ 4 * (|t| * B) ^ 2 / (h / 2) :=
      div_le_div₀ (by positivity) le_rfl (by positivity) (by linarith)
    have hz : 4 * (|t| * B) ^ 2 / (h / 2) = |t| * (8 * B ^ 2 / h) * |t| := by ring
    have hr : (m t - h) / t - phaseMean f d = (m t - (h + t * phaseMean f d)) / t := by
      rw [eq_div_iff ht1, sub_mul, div_mul_cancel₀ _ ht1]
      ring
    rw [hr, Real.norm_eq_abs, abs_div, div_le_iff₀ (abs_pos.mpr ht1)]
    linarith
  have hid : Tendsto (fun t : ℝ => t) (𝓝[≠] 0) (𝓝 0) :=
    tendsto_id.mono_left nhdsWithin_le_nhds
  have hml : Tendsto m (𝓝[≠] 0) (𝓝 h) := by
    have h1 := (hid.mul hq).const_add h
    rw [zero_mul, add_zero] at h1
    refine h1.congr' ?_
    filter_upwards [self_mem_nhdsWithin] with t ht0
    have ht1 : t ≠ 0 := ht0
    linear_combination div_mul_cancel₀ (m t - h) ht1
  have hden : ∀ i, h + 0 * d i + (D - 1) * h = D * h := fun i => by ring
  have hDh : D * h ≠ 0 := (mul_pos (by linarith) hh).ne'
  -- second order: pass to the limit in the exact identity divided by t²
  have hT : Tendsto (fun t => -∑ i, f i *
      ((d i - (m t - h) / t) ^ 2 / (h + t * d i + (D - 1) * m t))) (𝓝[≠] 0)
      (𝓝 (-∑ i, f i * ((d i - phaseMean f d) ^ 2 / (h + 0 * d i + (D - 1) * h)))) :=
    (tendsto_finsetSum _ fun i _ => (((hq.const_sub (d i)).pow 2).div
      (((hid.mul_const (d i)).const_add h).add (hml.const_mul (D - 1)))
      (by rw [hden i]; exact hDh)).const_mul (f i)).neg
  have hlim : -∑ i, f i * ((d i - phaseMean f d) ^ 2 / (h + 0 * d i + (D - 1) * h)) =
      -phaseVariance f d / (D * h) := by
    rw [phaseVariance, neg_div, Finset.sum_div]
    refine congrArg Neg.neg (Finset.sum_congr rfl fun i _ => ?_)
    rw [hden i, mul_div_assoc]
  rw [hlim] at hT
  refine hT.congr' ?_
  filter_upwards [hm, hsmall, self_mem_nhdsWithin] with t ht hs ht0
  have ht1 : t ≠ 0 := ht0
  have he : ∀ i, 0 < h + t * d i := fun i => by linarith [(abs_le.mp (hdev t i)).1]
  have hex : m t = phaseMean f (fun i => h + t * d i) -
      ∑ i, f i * ((h + t * d i - m t) ^ 2 / (h + t * d i + (D - 1) * m t)) :=
    effective_eq_mean_sub hD hf1 he ht
  have hterm : ∀ i ∈ Finset.univ,
      f i * ((h + t * d i - m t) ^ 2 / (h + t * d i + (D - 1) * m t)) =
      t ^ 2 * (f i * ((d i - (m t - h) / t) ^ 2 / (h + t * d i + (D - 1) * m t))) := by
    intro i _
    have hn : h + t * d i - m t = t * (d i - (m t - h) / t) := by
      linear_combination div_mul_cancel₀ (m t - h) ht1
    rw [hn, mul_pow, mul_div_assoc, mul_left_comm]
  rw [phaseMean_affine hf1, Finset.sum_congr rfl hterm, ← Finset.mul_sum] at hex
  rw [eq_div_iff (pow_ne_zero 2 ht1)]
  linear_combination (-1 : ℝ) * hex

/-- Weak-contrast law for the three-dimensional Bruggeman equation: for phases `h + t d i` with `h >
0`, the second-order coefficient of the effective permittivity is minus the variance of `d` over `3
h`. -/
theorem weak_contrast_three {h : ℝ} {f d : ι → ℝ} {m : ℝ → ℝ} (hh : 0 < h)
    (hf0 : ∀ i, 0 ≤ f i) (hf1 : ∑ i, f i = 1)
    (hm : ∀ᶠ t in 𝓝[≠] 0, 0 < m t ∧
      ∑ i, f i * (h + t * d i - m t) / (h + t * d i + 2 * m t) = 0) :
    Tendsto (fun t => (m t - h - t * ∑ i, f i * d i) / t ^ 2) (𝓝[≠] 0)
      (𝓝 (-phaseVariance f d / (3 * h))) := by
  refine weak_contrast (D := 3) (by norm_num) hh hf0 hf1 (hm.mono fun t ht => ⟨ht.1, ?_⟩)
  refine Eq.trans (Finset.sum_congr rfl fun i _ => ?_) ht.2
  have h2 : (3 : ℝ) - 1 = 2 := by norm_num
  rw [h2, mul_div_assoc]

/-- For an equal mixture of phases `1 + t` and `1 - t` with `|t| < 1`, the number
`(1 + √(9 - 8 t²)) / 4` is a positive solution of the three-dimensional Bruggeman equation. -/
theorem isEffective_witness {t : ℝ} (ht : |t| < 1) :
    IsEffective 3 ![1 / 2, 1 / 2] (fun i => 1 + t * (![1, -1] : Fin 2 → ℝ) i)
      ((1 + √(9 - 8 * t ^ 2)) / 4) := by
  have hb := abs_lt.mp ht
  have hs : √(9 - 8 * t ^ 2) ^ 2 = 9 - 8 * t ^ 2 := Real.sq_sqrt (by nlinarith)
  obtain ⟨m, hmd⟩ : ∃ m, m = (1 + √(9 - 8 * t ^ 2)) / 4 := ⟨_, rfl⟩
  have hm0 : 0 < m := by rw [hmd]; positivity
  -- the Bruggeman equation reduces to a quadratic
  have hmq : (1 - m) * (1 + 2 * m) = t ^ 2 := by
    rw [hmd]
    linear_combination (-1 / 8) * hs
  rw [← hmd]
  refine ⟨hm0, ?_⟩
  have h1 : 1 + t * 1 + (3 - 1) * m ≠ 0 := by
    have : 0 < 1 + t * 1 + (3 - 1) * m := by linarith [hb.1]
    exact this.ne'
  have h2 : 1 + t * (-1) + (3 - 1) * m ≠ 0 := by
    have : 0 < 1 + t * (-1) + (3 - 1) * m := by linarith [hb.2]
    exact this.ne'
  have hA : (1 + t * 1 - m) / (1 + t * 1 + (3 - 1) * m) =
      -((1 + t * (-1) - m) / (1 + t * (-1) + (3 - 1) * m)) := by
    rw [← neg_div, div_eq_div_iff h1 h2]
    linear_combination 2 * hmq
  rw [Fin.sum_univ_two]
  show 1 / 2 * ((1 + t * 1 - m) / (1 + t * 1 + (3 - 1) * m)) +
    1 / 2 * ((1 + t * (-1) - m) / (1 + t * (-1) + (3 - 1) * m)) = 0
  rw [hA]
  ring

end

end BruggemanWeakContrast
```

```lean
#print axioms BruggemanWeakContrast.weak_contrast_three
```

```
'BruggemanWeakContrast.weak_contrast_three' depends on axioms: [propext, Classical.choice, Quot.sound]
```

## How the lemmas follow the derivation

`effective_eq_mean_sub` is the exact identity. Its local statement `key` is the formula for a single phase, obtained by `linear_combination` from the cancellation of q_i; summing it and inserting the Bruggeman equation `hm.2` removes the last term.

`average_pos` supplies the sign argument: a weighted average of positive numbers is positive, because fractions summing to 1 cannot all be zero. `effective_deviation_le` applies it once to the Bruggeman terms and once to their negatives, contradicting the equation in each case.

`abs_effective_sub_mean_le` is the finite-contrast estimate. The bound (e_i − m)² ≤ 4δ² comes from the product of the nonnegative numbers 2δ − (e_i − m) and 2δ + (e_i − m), which `nlinarith` receives as a hint. `div_le_div₀` then combines the bounds on numerator and denominator.

In `weak_contrast`, B is taken to be Σ |d_i|. The limit `hq` is u(t) → ⟨d⟩, proved by squeezing the error below |t| · 8B²/h, and `hml` is m(t) → h. The limit `hT` treats the divided identity term by term, and `hlim` recognises its value as −Var(d)/(D h). The closing lines show that the divided identity agrees with the original quotient for small nonzero t, which is what `congr'` needs to transfer the limit.

`weak_contrast_three` sets D = 3 and matches the two ways of writing the equation. In `isEffective_witness`, the fact `hmq` is the quadratic (1 − m)(1 + 2m) = t² from the opening example. It makes the two Bruggeman ratios opposite, so their equally weighted sum is zero.
